# Correcting the split propagator's potential gives the harmonic oscillator frequency from below, with an error of fourth order

## A walker in a harmonic well

In diffusion Monte Carlo without a guiding function, a walker alternates between free diffusion and reweighting by the potential. The ground-state energy can be read from the decay rate of the expected total weight, and the finite time step τ biases it. For a particle in the well x²/2, with ħ, mass and frequency equal to 1, how large is this bias if the potential is corrected to

V(x) = x²/2 + τ²x²/24 ?

The added term is τ²/24 times the double commutator [V₀,[T,V₀]] = (V₀′)² = x², where V₀ = x²/2 and T is the kinetic energy. It compensates the leading effect on the frequency of T and V₀ not commuting.

## One step is an oscillator with shifted mass and frequency

For every τ > 0, the symmetric split kernel equals the kernel, at imaginary time τ, of an oscillator of mass m and frequency w, where

cosh(τw) = 1 + τ²/2 + τ⁴/24, m = sinh(τw)/(τw), 0 < w < 1,

and (w − 1)/τ⁴ → −1/720 as τ → 0+. The letter w stands for the usual ω.

In Lean, `splitKernel` is the product of the half potential step, free Gaussian and half potential step, as a real function of x and y. `mehlerKernel m w t x y` is Mehler's closed form at imaginary time t, and `splitFrequency` is w in closed form. The filter `𝓝[>] 0` expresses τ → 0+.

The Bloch equation is proved for Mehler's kernel. Identifying that kernel with exp(−tH), H being the oscillator Hamiltonian, also takes the initial condition δ(x − y) and uniqueness, which come from standard theory. At long times the expected total weight then falls by a factor exp(−τw/2) per step, so the energy read from this decay is w/2, and its time-step bias is of order τ⁴. Other estimates can do worse: the weighted average of x²/2 over the walkers at the ends of the steps tends to 1/(2mw) = τ/(2 sinh(τw)), which differs from 1/2 at order τ². The mass differs from 1 already at order τ², so the fourth order belongs to the frequency, not to the whole kernel.

## Matching the Gaussians

Write S = sinh(tw), C = cosh(tw). Mehler's kernel is

K = √(mw/(2πS)) exp(−(mw/(2S))((x² + y²)C − 2xy)).

Differentiating in x gives

∂K/∂x = −(mw/S)(xC − y)K,
∂²K/∂x² = [(mw/S)²(xC − y)² − mwC/S]K.

With C² − S² = 1, both ∂K/∂t and (1/2m)∂²K/∂x² − (mw²x²/2)K equal

[−wC/(2S) + (mw²/(2S²))(x² + y² − 2xyC)]K.

The split kernel has prefactor √(1/(2πτ)) and exponent

−τ(V(x) + V(y))/2 − (x − y)²/(2τ)
= −(1/(2τ))[(x² + y²)(1 + τ²/2 + τ⁴/24) − 2xy].

At t = τ, equal values at the origin require mw/S = 1/τ, which fixes m. Equality at (1, 0) then fixes cosh(τw). Conversely, these two conditions make the kernels identical.

Since cosh(τw) = 1 + 2 sinh²(τw/2),

w = (2/τ) arsinh((τ/2)√(1 + τ²/12)).

This is the only positive solution, because cosh increases strictly on positive arguments.

## The size of the frequency error

The series of cosh τ has nonnegative terms, so

cosh τ ≥ 1 + τ²/2 + τ⁴/24 + τ⁶/720 > cosh(τw),

hence w < 1. Put d = 1 − w and D = cosh τ − cosh(τw). For 0 < τ ≤ 1, the Taylor remainder gives

τ⁶/720 ≤ D ≤ τ⁶/720 + τ⁸/35840.

For 0 ≤ a ≤ b,

cosh b − cosh a = 2 sinh((b + a)/2) sinh((b − a)/2) ≥ (b² − a²)/2,

because sinh u ≥ u for u ≥ 0. Convexity gives cosh b − cosh a ≤ (b − a) sinh b. Take a = τw, b = τ, use sinh τ ≤ τ + τ³, and divide by τ²:

τ⁴/720 ≤ d(1 + τ²),
d − d²/2 ≤ τ⁴/720 + τ⁶/35840.

Multiplying the first line by 1 − τ² ≥ 0 gives d ≥ τ⁴/720 − τ⁶/720. In the second, d − d²/2 ≥ d/2 first yields d ≤ τ⁴/300. Then d²/2 ≤ τ⁸/180000 ≤ τ⁶/180000, so d ≤ τ⁴/720 + τ⁶/720. Therefore

|w − (1 − τ⁴/720)| ≤ τ⁶/720,

and division by τ⁴ gives the limit.

## The complete Lean development

```lean
import Mathlib

open Real Filter Topology

namespace CorrectedSplitOscillator

noncomputable section

/-- The oscillator potential `x²/2` with the correction `τ²x²/24`. -/
def correctedPotential (τ x : ℝ) : ℝ := x ^ 2 / 2 + τ ^ 2 * x ^ 2 / 24

/-- The split propagator in position space, for `τ > 0`: half a potential step, a free
diffusion step, half a potential step. -/
def splitKernel (τ x y : ℝ) : ℝ :=
  √(1 / (2 * π * τ)) * exp (-τ * correctedPotential τ x / 2)
    * exp (-(x - y) ^ 2 / (2 * τ)) * exp (-τ * correctedPotential τ y / 2)

/-- Mehler's kernel of an oscillator of mass `m` and frequency `w` at imaginary time `t`,
for `m, w, t > 0`. -/
def mehlerKernel (m w t x y : ℝ) : ℝ :=
  √(m * w / (2 * π * sinh (t * w))) *
    exp (-(m * w / (2 * sinh (t * w))) * ((x ^ 2 + y ^ 2) * cosh (t * w) - 2 * x * y))

/-- The frequency of the split propagator with time step `τ > 0`, in closed form. -/
def splitFrequency (τ : ℝ) : ℝ := 2 / τ * arsinh (τ / 2 * √(1 + τ ^ 2 / 12))

/-- For positive mass, frequency and time, Mehler's kernel solves the Bloch equation
`∂K/∂t = (1/2m) ∂²K/∂x² - (m w² x²/2) K`. -/
theorem mehlerKernel_bloch {m w t : ℝ} (hm : 0 < m) (hw : 0 < w) (ht : 0 < t) (x y : ℝ) :
    HasDerivAt (fun s => mehlerKernel m w s x y)
      (1 / (2 * m) * deriv (deriv (fun z => mehlerKernel m w t z y)) x
        - m * w ^ 2 * x ^ 2 / 2 * mehlerKernel m w t x y) t := by
  have hS : 0 < sinh (t * w) := sinh_pos_iff.2 (mul_pos ht hw)
  have hS0 : sinh (t * w) ≠ 0 := hS.ne'
  have hpi : π ≠ 0 := pi_ne_zero
  -- the two space derivatives
  have h1 : ∀ z, HasDerivAt (fun z => mehlerKernel m w t z y)
      (-(m * w / sinh (t * w)) * (z * cosh (t * w) - y) * mehlerKernel m w t z y) z := by
    intro z
    have hz : HasDerivAt (fun z : ℝ => z ^ 2) (2 * z) z := by simpa using hasDerivAt_pow 2 z
    have h := ((((hz.add_const (y ^ 2)).mul_const (cosh (t * w))).fun_sub
      (((hasDerivAt_id' z).const_mul 2).mul_const y)).const_mul
      (-(m * w / (2 * sinh (t * w))))).exp.const_mul (√(m * w / (2 * π * sinh (t * w))))
    refine h.congr_deriv ?_
    simp only [mehlerKernel]
    ring
  have hl : HasDerivAt (fun z : ℝ => -(m * w / sinh (t * w)) * (z * cosh (t * w) - y))
      (-(m * w / sinh (t * w)) * cosh (t * w)) x :=
    ((((hasDerivAt_id' x).mul_const (cosh (t * w))).sub_const y).const_mul
      (-(m * w / sinh (t * w)))).congr_deriv (by ring)
  rw [show deriv (fun z => mehlerKernel m w t z y) = _ from funext fun z => (h1 z).deriv,
    (hl.fun_mul (h1 x)).deriv]
  -- the time derivative of the prefactor and of the exponent
  have hs : HasDerivAt (fun s => sinh (s * w)) (cosh (t * w) * w) t :=
    ((hasDerivAt_id' t).mul_const w).sinh.congr_deriv (by ring)
  have hc : HasDerivAt (fun s => cosh (s * w)) (sinh (t * w) * w) t :=
    ((hasDerivAt_id' t).mul_const w).cosh.congr_deriv (by ring)
  have hf : HasDerivAt (fun s => m * w / (2 * π * sinh (s * w)))
      (-(w * cosh (t * w) / sinh (t * w)) * (m * w / (2 * π * sinh (t * w)))) t :=
    ((hasDerivAt_const t (m * w)).fun_div (hs.const_mul (2 * π)) (by positivity)).congr_deriv
      (by field_simp; ring)
  have hpos : 0 < m * w / (2 * π * sinh (t * w)) := by positivity
  have hP := hf.sqrt hpos.ne'
  have hE := (((hasDerivAt_const t (m * w)).fun_div (hs.const_mul 2)
    (by positivity)).fun_neg.fun_mul ((hc.const_mul (x ^ 2 + y ^ 2)).sub_const (2 * x * y))).exp
  refine (hP.fun_mul hE).congr_deriv ?_
  have hroot : -(w * cosh (t * w) / sinh (t * w)) * (m * w / (2 * π * sinh (t * w)))
      / (2 * √(m * w / (2 * π * sinh (t * w))))
      = -(w * cosh (t * w) / (2 * sinh (t * w))) * √(m * w / (2 * π * sinh (t * w))) := by
    rw [div_eq_iff (by positivity)]
    linear_combination (w * cosh (t * w) / sinh (t * w)) * Real.sq_sqrt hpos.le
  rw [hroot]
  simp only [mehlerKernel]
  generalize √(m * w / (2 * π * sinh (t * w))) = P
  generalize exp _ = e
  have hcs := cosh_sq (t * w)
  linear_combination (norm := (field_simp; ring))
    (P * e * (m * w ^ 2 * y ^ 2 / (2 * sinh (t * w) ^ 2))) * hcs

/-- For `τ > 0` the exponents of the split propagator combine into one quadratic form. -/
theorem splitKernel_eq {τ : ℝ} (hτ : 0 < τ) (x y : ℝ) :
    splitKernel τ x y = √(1 / (2 * π * τ)) * exp (-(1 / (2 * τ)) *
      ((x ^ 2 + y ^ 2) * (1 + τ ^ 2 / 2 + τ ^ 4 / 24) - 2 * x * y)) := by
  rw [splitKernel, mul_assoc, mul_assoc, ← exp_add, ← exp_add]
  congr 2
  simp only [correctedPotential]
  field_simp
  ring

/-- For positive `τ, m, w`, the split propagator is the oscillator kernel of mass `m` and
frequency `w` exactly when `m = sinh(τw)/(τw)` and `cosh(τw) = 1 + τ²/2 + τ⁴/24`. -/
theorem splitKernel_eq_mehler_iff {τ m w : ℝ} (hτ : 0 < τ) (hm : 0 < m) (hw : 0 < w) :
    (∀ x y, splitKernel τ x y = mehlerKernel m w τ x y) ↔
      m = sinh (τ * w) / (τ * w) ∧ cosh (τ * w) = 1 + τ ^ 2 / 2 + τ ^ 4 / 24 := by
  have hS : 0 < sinh (τ * w) := sinh_pos_iff.2 (mul_pos hτ hw)
  have key : sinh (τ * w) = m * w * τ →
      m * w / (2 * π * sinh (τ * w)) = 1 / (2 * π * τ) ∧
      m * w / (2 * sinh (τ * w)) = 1 / (2 * τ) := by
    intro h
    rw [h]
    constructor <;> field_simp
  constructor
  · intro h
    -- the origin fixes the mass, the point (1, 0) fixes the frequency
    have e1 : splitKernel τ 0 0 = √(1 / (2 * π * τ)) := by rw [splitKernel_eq hτ]; simp
    have e2 : mehlerKernel m w τ 0 0 = √(m * w / (2 * π * sinh (τ * w))) := by
      simp [mehlerKernel]
    have hP : 1 / (2 * π * τ) = m * w / (2 * π * sinh (τ * w)) :=
      (Real.sqrt_inj (by positivity) (by positivity)).1 (by rw [← e1, ← e2]; exact h 0 0)
    rw [div_eq_div_iff (by positivity) (by positivity)] at hP
    have hSm : sinh (τ * w) = m * w * τ :=
      mul_left_cancel₀ (show 2 * π ≠ 0 by positivity) (by linear_combination hP)
    refine ⟨by rw [eq_div_iff (by positivity)]; linear_combination -hSm, ?_⟩
    have h1 := h 1 0
    rw [splitKernel_eq hτ, mehlerKernel, (key hSm).1, (key hSm).2] at h1
    have h2 := exp_injective (mul_left_cancel₀ (by positivity) h1)
    exact mul_left_cancel₀ (show 1 / (2 * τ) ≠ 0 by positivity) (by linear_combination h2)
  · rintro ⟨h, hc⟩ x y
    rw [eq_div_iff (by positivity)] at h
    have hSm : sinh (τ * w) = m * w * τ := by linear_combination -h
    rw [splitKernel_eq hτ, mehlerKernel, (key hSm).1, (key hSm).2, hc]

/-- For `τ > 0`, `splitFrequency τ` is the only positive `w` with
`cosh(τw) = 1 + τ²/2 + τ⁴/24`. -/
theorem splitFrequency_iff {τ : ℝ} (hτ : 0 < τ) (w : ℝ) :
    (0 < w ∧ cosh (τ * w) = 1 + τ ^ 2 / 2 + τ ^ 4 / 24) ↔ w = splitFrequency τ := by
  have hpos : 0 < splitFrequency τ :=
    mul_pos (by positivity) (arsinh_pos_iff.2 (by positivity))
  have hcosh : cosh (τ * splitFrequency τ) = 1 + τ ^ 2 / 2 + τ ^ 4 / 24 := by
    have h2 : τ * (2 / τ) = 2 := by field_simp
    rw [splitFrequency, ← mul_assoc, h2, cosh_two_mul, cosh_sq, sinh_arsinh, mul_pow,
      Real.sq_sqrt (by positivity)]
    ring
  constructor
  · rintro ⟨hw, h⟩
    have h1 := cosh_le_cosh.1 (h.trans hcosh.symm).le
    have h2 := cosh_le_cosh.1 (hcosh.trans h.symm).le
    rw [abs_of_pos (mul_pos hτ hw), abs_of_pos (mul_pos hτ hpos)] at h1 h2
    exact mul_left_cancel₀ hτ.ne' (le_antisymm h1 h2)
  · rintro rfl
    exact ⟨hpos, hcosh⟩

/-- The sixth-order Taylor polynomial of `cosh` at 0 is at most `cosh` at every real `τ`. -/
theorem taylor_six_le_cosh (τ : ℝ) :
    1 + τ ^ 2 / 2 + τ ^ 4 / 24 + τ ^ 6 / 720 ≤ cosh τ := by
  have hnn : ∀ i ∉ Finset.range 4, 0 ≤ τ ^ (2 * i) / ((2 * i).factorial : ℝ) := by
    intro i _
    rw [pow_mul]
    positivity
  have h := sum_le_hasSum _ hnn (hasSum_cosh τ)
  norm_num [Finset.sum_range_succ, Nat.factorial] at h
  linarith

/-- For `0 ≤ a ≤ b`, the difference `cosh b - cosh a` lies between `(b² - a²)/2` and
`(b - a) sinh b`. -/
theorem cosh_sub_bounds {a b : ℝ} (ha : 0 ≤ a) (hab : a ≤ b) :
    (b ^ 2 - a ^ 2) / 2 ≤ cosh b - cosh a ∧ cosh b - cosh a ≤ (b - a) * sinh b := by
  constructor
  · have hp := self_le_sinh_iff.2 (show 0 ≤ (b + a) / 2 by linarith)
    have hq := self_le_sinh_iff.2 (show 0 ≤ (b - a) / 2 by linarith)
    have h := mul_le_mul hp hq (by linarith) (by linarith)
    have e1 := cosh_add ((b + a) / 2) ((b - a) / 2)
    have e2 := cosh_sub ((b + a) / 2) ((b - a) / 2)
    rw [show (b + a) / 2 + (b - a) / 2 = b by ring] at e1
    rw [show (b + a) / 2 - (b - a) / 2 = a by ring] at e2
    linarith
  · -- tangent lines of the two exponentials at b
    have h1 := mul_le_mul_of_nonneg_left (add_one_le_exp (a - b)) (exp_pos b).le
    have h2 := mul_le_mul_of_nonneg_left (add_one_le_exp (b - a)) (exp_pos (-b)).le
    rw [← exp_add, show b + (a - b) = a by ring] at h1
    rw [← exp_add, show -b + (b - a) = -a by ring] at h2
    rw [cosh_eq, cosh_eq, sinh_eq]
    linarith

/-- For `0 < τ ≤ 1` the frequency is `1 - τ⁴/720` up to an error of at most `τ⁶/720`. -/
theorem splitFrequency_error {τ : ℝ} (hτ : 0 < τ) (h1 : τ ≤ 1) :
    |splitFrequency τ - (1 - τ ^ 4 / 720)| ≤ τ ^ 6 / 720 := by
  obtain ⟨hw, hc⟩ := (splitFrequency_iff hτ _).2 rfl
  generalize splitFrequency τ = w at hw hc ⊢
  have ht := taylor_six_le_cosh τ
  have hlt : τ * w < τ := by
    have h : cosh (τ * w) < cosh τ := by
      have : 0 < τ ^ 6 := by positivity
      linarith
    simpa only [abs_of_pos (mul_pos hτ hw), abs_of_pos hτ] using cosh_lt_cosh.1 h
  have hw1 : w < 1 := by nlinarith
  obtain ⟨hlo, hup⟩ := cosh_sub_bounds (mul_pos hτ hw).le hlt.le
  -- Taylor remainders of cosh and sinh
  have ha : |τ| ≤ 1 := by rwa [abs_of_pos hτ]
  have hb : |-τ| ≤ 1 := by rwa [abs_neg]
  have hC : cosh τ ≤ 1 + τ ^ 2 / 2 + τ ^ 4 / 24 + τ ^ 6 / 720 + τ ^ 8 / 35840 := by
    have p := (abs_le.1 (exp_bound ha (n := 8) (by norm_num))).2
    have q := (abs_le.1 (exp_bound hb (n := 8) (by norm_num))).2
    rw [abs_of_pos hτ] at p
    rw [abs_neg, abs_of_pos hτ] at q
    norm_num [Finset.sum_range_succ, Nat.factorial] at p q
    rw [cosh_eq]
    linarith
  have hS : sinh τ ≤ τ + τ ^ 3 := by
    have p := (abs_le.1 (exp_bound ha (n := 3) (by norm_num))).2
    have q := (abs_le.1 (exp_bound hb (n := 3) (by norm_num))).1
    rw [abs_of_pos hτ] at p
    rw [abs_neg, abs_of_pos hτ] at q
    norm_num [Finset.sum_range_succ, Nat.factorial] at p q
    have : 0 < τ ^ 3 := by positivity
    rw [sinh_eq]
    linarith
  have hA : τ ^ 4 / 720 ≤ (1 - w) * (1 + τ ^ 2) := by
    have h := mul_le_mul_of_nonneg_left hS (sub_nonneg.2 hlt.le)
    exact le_of_mul_le_mul_left (a := τ ^ 2) (by linarith) (by positivity)
  have hB : (1 - w ^ 2) / 2 ≤ τ ^ 4 / 720 + τ ^ 6 / 35840 :=
    le_of_mul_le_mul_left (a := τ ^ 2) (by linarith) (by positivity)
  have h64 : τ ^ 6 ≤ τ ^ 4 := pow_le_pow_of_le_one hτ.le h1 (by norm_num)
  have h86 : τ ^ 8 ≤ τ ^ 6 := pow_le_pow_of_le_one hτ.le h1 (by norm_num)
  have h6 : 0 < τ ^ 6 := by positivity
  rw [abs_le]
  constructor
  · have hd : 1 - w ≤ τ ^ 4 / 300 := by nlinarith [mul_pos hw (sub_pos.2 hw1)]
    have hd2 := pow_le_pow_left₀ (sub_pos.2 hw1).le hd 2
    linarith
  · have hq : 0 ≤ 1 - τ ^ 2 := sub_nonneg.2 (pow_le_one₀ hτ.le h1)
    have h := mul_le_mul_of_nonneg_right hA hq
    have h4 : 0 ≤ (1 - w) * τ ^ 4 := mul_nonneg (sub_pos.2 hw1).le (by positivity)
    linarith

/-- For every `τ > 0` the corrected split propagator is an oscillator kernel whose frequency
`w` satisfies `0 < w < 1` and `cosh(τw) = 1 + τ²/2 + τ⁴/24`; as `τ → 0+`, `(w - 1)/τ⁴`
tends to `-1/720`. -/
theorem fourth_order_from_below :
    (∀ τ > 0, 0 < splitFrequency τ ∧ splitFrequency τ < 1 ∧
      cosh (τ * splitFrequency τ) = 1 + τ ^ 2 / 2 + τ ^ 4 / 24 ∧
      ∀ x y, splitKernel τ x y = mehlerKernel
        (sinh (τ * splitFrequency τ) / (τ * splitFrequency τ)) (splitFrequency τ) τ x y) ∧
    Tendsto (fun τ => (splitFrequency τ - 1) / τ ^ 4) (𝓝[>] 0) (𝓝 (-1 / 720)) := by
  constructor
  · intro τ hτ
    obtain ⟨hw, hc⟩ := (splitFrequency_iff hτ _).2 rfl
    have hS := sinh_pos_iff.2 (mul_pos hτ hw)
    refine ⟨hw, ?_, hc, (splitKernel_eq_mehler_iff hτ
      (div_pos hS (mul_pos hτ hw)) hw).2 ⟨rfl, hc⟩⟩
    have h : cosh (τ * splitFrequency τ) < cosh τ := by
      have : 0 < τ ^ 6 := by positivity
      linarith [taylor_six_le_cosh τ]
    have h' := cosh_lt_cosh.1 h
    rw [abs_of_pos (mul_pos hτ hw), abs_of_pos hτ] at h'
    nlinarith
  · -- squeeze between -1/720 - τ²/720 and -1/720 + τ²/720
    have hl : Tendsto (fun τ : ℝ => -1 / 720 - τ ^ 2 / 720) (𝓝[>] 0) (𝓝 (-1 / 720)) :=
      (Continuous.tendsto' (by fun_prop) 0 _ (by norm_num)).mono_left nhdsWithin_le_nhds
    have hu : Tendsto (fun τ : ℝ => -1 / 720 + τ ^ 2 / 720) (𝓝[>] 0) (𝓝 (-1 / 720)) :=
      (Continuous.tendsto' (by fun_prop) 0 _ (by norm_num)).mono_left nhdsWithin_le_nhds
    refine tendsto_of_tendsto_of_tendsto_of_le_of_le' hl hu ?_ ?_
    · filter_upwards [Ioo_mem_nhdsGT (zero_lt_one' ℝ)] with τ hτ
      have h := (abs_le.1 (splitFrequency_error hτ.1 hτ.2.le)).1
      rw [le_div_iff₀ (pow_pos hτ.1 4)]
      linarith
    · filter_upwards [Ioo_mem_nhdsGT (zero_lt_one' ℝ)] with τ hτ
      have h := (abs_le.1 (splitFrequency_error hτ.1 hτ.2.le)).2
      rw [div_le_iff₀ (pow_pos hτ.1 4)]
      linarith

end

end CorrectedSplitOscillator
```

```lean
#print axioms CorrectedSplitOscillator.mehlerKernel_bloch
#print axioms CorrectedSplitOscillator.fourth_order_from_below
```

```
'CorrectedSplitOscillator.mehlerKernel_bloch' depends on axioms: [propext, Classical.choice, Quot.sound]
'CorrectedSplitOscillator.fourth_order_from_below' depends on axioms: [propext, Classical.choice, Quot.sound]
```

## From the Bloch equation to the squeeze

`mehlerKernel_bloch` builds the space and time derivatives separately; its last `linear_combination` uses C² = S² + 1. `splitKernel_eq` merges the exponentials with `exp_add`. `splitKernel_eq_mehler_iff` evaluates the kernels at the origin and at (1, 0), and uses injectivity of the square root and the exponential.

`splitFrequency_iff` checks the closed form through `cosh_two_mul` and gets uniqueness from `cosh_le_cosh`. `taylor_six_le_cosh` keeps the first four terms of the series. `cosh_sub_bounds` uses the addition formulas for its lower bound and tangent lines to the two exponentials for its upper bound.

In `splitFrequency_error`, `exp_bound` at τ and −τ supplies the Taylor remainders. `hA` and `hB` are the two inequalities for d, and `hd` is the preliminary bound τ⁴/300. Finally, `fourth_order_from_below` assembles the kernel identity and w < 1 for all τ > 0, and squeezes the quotient between −1/720 − τ²/720 and −1/720 + τ²/720 for 0 < τ < 1.
